# A finite-dimensional quantum channel satisfies the Jarzynski equality for every final Hamiltonian exactly when it is unital

Take a qubit in the Gibbs state of a Hamiltonian H0 at inverse temperature β, measure its energy, let it decay completely to the state |0⟩, and measure the energy of a final Hamiltonian H1 with levels ε_0 for |0⟩ and ε_1 for |1⟩. With W the difference of the two measured energies and Z0 = tr exp(-βH0), the average of exp(-βW) is 2 exp(-βε_0)/Z0, whereas the Jarzynski equality demands (exp(-βε_0) + exp(-βε_1))/Z0, and the two agree only if ε_0 = ε_1.

In Lean 4 with Mathlib:

```lean
import Mathlib

open Matrix

namespace JarzynskiOpenSystem

noncomputable section

variable {n κ : Type*} [Fintype n] [DecidableEq n] [Fintype κ]
variable {H H0 H1 : Matrix n n ℂ}

/-- The completely positive map with Kraus operators `K`. -/
def channel (K : κ → Matrix n n ℂ) (X : Matrix n n ℂ) : Matrix n n ℂ :=
  ∑ k, K k * X * (K k)ᴴ

/-- The Boltzmann operator `exp(-βH)`. -/
def boltzmann (β : ℝ) (H : Matrix n n ℂ) : Matrix n n ℂ :=
  NormedSpace.exp ((-(β : ℂ)) • H)

/-- The partition function `Z = tr exp(-βH)`. -/
def partitionFunction (β : ℝ) (H : Matrix n n ℂ) : ℝ := (trace (boltzmann β H)).re

/-- The Gibbs state `exp(-βH)/Z`. -/
def gibbs (β : ℝ) (H : Matrix n n ℂ) : Matrix n n ℂ :=
  ((partitionFunction β H : ℂ))⁻¹ • boltzmann β H

/-- The unitary matrix whose columns are energy eigenvectors of `H`. -/
def eigenframe (h : H.IsHermitian) : Matrix n n ℂ := (h.eigenvectorUnitary : Matrix n n ℂ)

/-- The operator that is diagonal in the energy eigenbasis of `H`, with entries `c`. -/
def inEigenbasis (h : H.IsHermitian) (c : n → ℂ) : Matrix n n ℂ :=
  eigenframe h * diagonal c * (eigenframe h)ᴴ

/-- The projector on the `i`-th energy eigenvector of `H`. -/
def proj (h : H.IsHermitian) (i : n) : Matrix n n ℂ := inEigenbasis h (Pi.single i 1)

/-- The probability of finding eigenstate `m` of `H0` in the Gibbs state of `H0`, and then
eigenstate `j` of `H1` after the channel. -/
def jointProb (K : κ → Matrix n n ℂ) (β : ℝ) (h0 : H0.IsHermitian) (h1 : H1.IsHermitian)
    (m j : n) : ℝ :=
  (trace (proj h1 j * channel K (proj h0 m * gibbs β H0 * proj h0 m))).re

/-- The average of `exp(-βW)`, with the work `W` the difference of the two measured energies. -/
def expWorkAverage (K : κ → Matrix n n ℂ) (β : ℝ) (h0 : H0.IsHermitian)
    (h1 : H1.IsHermitian) : ℝ :=
  ∑ m, ∑ j, jointProb K β h0 h1 m j *
    Real.exp (-β * (h1.eigenvalues j - h0.eigenvalues m))

/-- Operators diagonal in the same energy eigenbasis multiply entry by entry. -/
theorem inEigenbasis_mul (h : H.IsHermitian) (c d : n → ℂ) :
    inEigenbasis h c * inEigenbasis h d = inEigenbasis h (fun i => c i * d i) := by
  have hU : (eigenframe h)ᴴ * eigenframe h = 1 :=
    Matrix.mem_unitaryGroup_iff'.mp h.eigenvectorUnitary.2
  calc inEigenbasis h c * inEigenbasis h d
      = eigenframe h * diagonal c * ((eigenframe h)ᴴ * eigenframe h) * diagonal d
          * (eigenframe h)ᴴ := by simp only [inEigenbasis, Matrix.mul_assoc]
    _ = inEigenbasis h (fun i => c i * d i) := by
      rw [hU, Matrix.mul_one, Matrix.mul_assoc (eigenframe h), diagonal_mul_diagonal,
        inEigenbasis]

/-- The trace of an operator diagonal in the energy eigenbasis is the sum of its entries. -/
theorem trace_inEigenbasis (h : H.IsHermitian) (c : n → ℂ) :
    trace (inEigenbasis h c) = ∑ i, c i := by
  have hU : (eigenframe h)ᴴ * eigenframe h = 1 :=
    Matrix.mem_unitaryGroup_iff'.mp h.eigenvectorUnitary.2
  rw [inEigenbasis, trace_mul_comm, ← Matrix.mul_assoc, hU, Matrix.one_mul, trace_diagonal]

/-- The Hamiltonian is diagonal in its eigenbasis, with the energies as entries. -/
theorem inEigenbasis_eigenvalues (h : H.IsHermitian) :
    inEigenbasis h (fun i => (h.eigenvalues i : ℂ)) = H :=
  (h.spectral_theorem.trans (by simp only [Unitary.conjStarAlgAut_apply]; rfl)).symm

/-- An operator diagonal in the energy eigenbasis is the weighted sum of the projectors. -/
theorem sum_smul_proj (h : H.IsHermitian) (c : n → ℂ) :
    ∑ i, c i • proj h i = inEigenbasis h c := by
  have hd : diagonal c = ∑ i, c i • diagonal (Pi.single i (1 : ℂ)) := by
    ext a b
    rcases eq_or_ne a b with rfl | hab
    · simp [Matrix.sum_apply, Pi.single_apply]
    · simp [Matrix.sum_apply, hab]
  rw [inEigenbasis, hd, Finset.mul_sum, Finset.sum_mul]
  refine Finset.sum_congr rfl fun i _ => ?_
  rw [Matrix.mul_smul, Matrix.smul_mul, proj, inEigenbasis]

/-- The Boltzmann operator is diagonal in the energy eigenbasis, with the Boltzmann factors
as entries. -/
theorem boltzmann_eq (β : ℝ) (h : H.IsHermitian) :
    boltzmann β H = inEigenbasis h (fun i => ((Real.exp (-β * h.eigenvalues i) : ℝ) : ℂ)) := by
  have hU : (eigenframe h)ᴴ * eigenframe h = 1 :=
    Matrix.mem_unitaryGroup_iff'.mp h.eigenvectorUnitary.2
  have hinv : (eigenframe h)⁻¹ = (eigenframe h)ᴴ := Matrix.inv_eq_left_inv hU
  have h1 : (-(β : ℂ)) • H = eigenframe h *
      diagonal ((-(β : ℂ)) • fun i => (h.eigenvalues i : ℂ)) * (eigenframe h)⁻¹ := by
    rw [hinv, diagonal_smul, Matrix.mul_smul, Matrix.smul_mul]
    exact congrArg _ (inEigenbasis_eigenvalues h).symm
  have hunit : IsUnit (eigenframe h) :=
    (Matrix.isUnit_iff_isUnit_det _).mpr (Matrix.isUnit_det_of_left_inverse hU)
  rw [boltzmann, h1, Matrix.exp_conj _ _ hunit,
    Matrix.exp_diagonal, hinv, inEigenbasis]
  congr 3
  funext i
  -- the exponential of a tuple acts entry by entry
  have hexp : ∀ v : n → ℂ, NormedSpace.exp v i = NormedSpace.exp (v i) := by
    intro v
    exact NormedSpace.map_exp (Pi.evalRingHom (fun _ : n => ℂ) i) (continuous_apply i) v
  refine (hexp _).trans ?_
  rw [← Complex.exp_eq_exp_ℂ, Complex.ofReal_exp]
  congr 1
  simp

/-- The joint probability is the Gibbs weight of the first outcome times the transition
probability through the channel. -/
theorem jointProb_eq (K : κ → Matrix n n ℂ) (β : ℝ) (h0 : H0.IsHermitian)
    (h1 : H1.IsHermitian) (m j : n) :
    jointProb K β h0 h1 m j = Real.exp (-β * h0.eigenvalues m) / partitionFunction β H0 *
      (trace (proj h1 j * channel K (proj h0 m))).re := by
  have key : ∀ e : n → ℂ, proj h0 m * inEigenbasis h0 e * proj h0 m = e m • proj h0 m := by
    intro e
    simp only [proj]
    rw [inEigenbasis_mul, inEigenbasis_mul]
    simp only [inEigenbasis]
    rw [← Matrix.smul_mul, ← Matrix.mul_smul, ← diagonal_smul]
    congr 3
    funext i
    by_cases hi : i = m
    · subst hi; simp
    · simp [hi]
  have hp : proj h0 m * gibbs β H0 * proj h0 m =
      ((Real.exp (-β * h0.eigenvalues m) / partitionFunction β H0 : ℝ) : ℂ) • proj h0 m := by
    rw [gibbs, boltzmann_eq β h0, Matrix.mul_smul, Matrix.smul_mul, key, smul_smul,
      Complex.ofReal_div, div_eq_inv_mul]
  have hc : ∀ (r : ℂ) (X : Matrix n n ℂ), channel K (r • X) = r • channel K X := by
    intro r X
    simp only [channel, Matrix.mul_smul, Matrix.smul_mul, Finset.smul_sum]
  rw [jointProb, hp, hc, Matrix.mul_smul, trace_smul, smul_eq_mul, Complex.re_ofReal_mul]

/-- For every Kraus map `Φ`, the average of `exp(-βW)` is `tr(exp(-βH1) Φ(1))/Z0`. -/
theorem expWorkAverage_eq (K : κ → Matrix n n ℂ) (β : ℝ) (h0 : H0.IsHermitian)
    (h1 : H1.IsHermitian) :
    expWorkAverage K β h0 h1 =
      (trace (boltzmann β H1 * channel K 1)).re / partitionFunction β H0 := by
  -- the projectors of the first measurement resolve the identity
  have hone : ∑ m, proj h0 m = 1 := by
    have h := sum_smul_proj h0 (fun _ => 1)
    simp only [one_smul] at h
    rw [h, inEigenbasis, diagonal_one, Matrix.mul_one]
    exact Matrix.mem_unitaryGroup_iff.mp h0.eigenvectorUnitary.2
  have hΦ : channel K 1 = ∑ m, channel K (proj h0 m) := by
    rw [← hone]
    simp only [channel, Finset.mul_sum, Finset.sum_mul]
    exact Finset.sum_comm
  rw [hΦ, boltzmann_eq β h1, ← sum_smul_proj, Finset.mul_sum, trace_sum, Complex.re_sum,
    Finset.sum_div, expWorkAverage]
  refine Finset.sum_congr rfl fun m _ => ?_
  rw [Finset.sum_mul, trace_sum, Complex.re_sum, Finset.sum_div]
  refine Finset.sum_congr rfl fun j _ => ?_
  rw [Matrix.smul_mul, trace_smul, smul_eq_mul, Complex.re_ofReal_mul, jointProb_eq]
  -- the initial Boltzmann factor cancels against the initial energy in the work
  have he : Real.exp (-β * h0.eigenvalues m) *
      Real.exp (-β * (h1.eigenvalues j - h0.eigenvalues m)) =
      Real.exp (-β * h1.eigenvalues j) := by
    rw [← Real.exp_add]; congr 1; ring
  rw [← he]
  ring

/-- If the Jarzynski equality holds for the one final Hamiltonian `H1 = (1 - Φ(1))/β`, then
the trace-preserving channel `Φ` maps the identity to itself. -/
theorem unital_of_test_hamiltonian [Nonempty n] {K : κ → Matrix n n ℂ}
    (hK : ∑ k, (K k)ᴴ * K k = 1) {β : ℝ} (hβ : 0 < β) (h0 : H0.IsHermitian)
    (h1 : H1.IsHermitian) (hdef : channel K 1 = 1 - (β : ℂ) • H1)
    (hJ : expWorkAverage K β h0 h1 = partitionFunction β H1 / partitionFunction β H0) :
    channel K 1 = 1 := by
  have hZ : 0 < partitionFunction β H0 := by
    rw [partitionFunction, boltzmann_eq β h0, trace_inEigenbasis, Complex.re_sum]
    simp only [Complex.ofReal_re]
    exact Finset.sum_pos (fun i _ => Real.exp_pos _) Finset.univ_nonempty
  -- the equality says that tr(exp(-βH1) H1) vanishes
  rw [expWorkAverage_eq] at hJ
  have h2 := (div_left_inj' hZ.ne').mp hJ
  rw [hdef, Matrix.mul_sub, Matrix.mul_one, trace_sub, Complex.sub_re, Matrix.mul_smul,
    trace_smul, smul_eq_mul, Complex.re_ofReal_mul, partitionFunction] at h2
  have hBH : (trace (boltzmann β H1 * H1)).re =
      ∑ i, Real.exp (-β * h1.eigenvalues i) * h1.eigenvalues i := by
    have h := congrArg₂ (· * ·) (boltzmann_eq β h1) (inEigenbasis_eigenvalues h1).symm
    simp only [inEigenbasis_mul] at h
    rw [h, trace_inEigenbasis, Complex.re_sum]
    refine Finset.sum_congr rfl fun i _ => ?_
    rw [← Complex.ofReal_mul, Complex.ofReal_re]
  have hB0 : (trace (boltzmann β H1 * H1)).re = 0 :=
    (mul_eq_zero.mp (by linarith : β * (trace (boltzmann β H1 * H1)).re = 0)).resolve_left
      hβ.ne'
  -- trace preservation says that tr H1 vanishes
  have hT : trace (channel K 1) = trace (1 : Matrix n n ℂ) := by
    calc trace (channel K 1) = trace (∑ k, (K k)ᴴ * K k) := by
          simp only [channel, Matrix.mul_one, trace_sum]
          exact Finset.sum_congr rfl fun k _ => trace_mul_comm _ _
      _ = _ := by rw [hK]
  rw [hdef, trace_sub, trace_smul, smul_eq_mul] at hT
  have hT0 : trace H1 = 0 :=
    (mul_eq_zero.mp (by linear_combination -hT : (β : ℂ) * trace H1 = 0)).resolve_left
      (by exact_mod_cast hβ.ne')
  have hs : ∑ i, h1.eigenvalues i = 0 := by
    have h := trace_inEigenbasis h1 (fun i => (h1.eigenvalues i : ℂ))
    rw [inEigenbasis_eigenvalues, hT0] at h
    exact_mod_cast h.symm
  -- a vanishing sum of non-negative terms forces every energy to vanish
  have hsum : ∑ i, h1.eigenvalues i * (1 - Real.exp (-β * h1.eigenvalues i)) = 0 := by
    have h : ∑ i, h1.eigenvalues i * (1 - Real.exp (-β * h1.eigenvalues i)) =
        ∑ i, h1.eigenvalues i - ∑ i, Real.exp (-β * h1.eigenvalues i) * h1.eigenvalues i := by
      rw [← Finset.sum_sub_distrib]
      exact Finset.sum_congr rfl fun i _ => by ring
    rw [h, hs, ← hBH, hB0, sub_zero]
  have hnn : ∀ b : ℝ, 0 ≤ b * (1 - Real.exp (-β * b)) := by
    intro b
    rcases le_total 0 b with hb | hb
    · have : Real.exp (-β * b) ≤ 1 := Real.exp_le_one_iff.mpr (by nlinarith)
      exact mul_nonneg hb (by linarith)
    · have : 1 ≤ Real.exp (-β * b) := Real.one_le_exp (by nlinarith)
      nlinarith [mul_nonneg (neg_nonneg.2 hb) (sub_nonneg.2 this)]
  have hb : ∀ i, h1.eigenvalues i = 0 := by
    intro i
    have h := (Finset.sum_eq_zero_iff_of_nonneg (fun i _ => hnn _)).mp hsum i
      (Finset.mem_univ i)
    rcases mul_eq_zero.mp h with h | h
    · exact h
    · have h' : -β * h1.eigenvalues i = 0 := (Real.exp_eq_one_iff _).mp (by linarith)
      exact (mul_eq_zero.mp h').resolve_left (neg_ne_zero.mpr hβ.ne')
  have hH : H1 = 0 := by
    refine (inEigenbasis_eigenvalues h1).symm.trans ?_
    simp [inEigenbasis, hb]
  rw [hdef, hH, smul_zero, sub_zero]

/-- For `β > 0` and a trace-preserving channel, with the system started in the Gibbs state of `H0`,
the Jarzynski equality holds for all final Hamiltonians if and only if the channel maps the identity
to itself. -/
theorem jarzynski_iff_unital [Nonempty n] {K : κ → Matrix n n ℂ}
    (hK : ∑ k, (K k)ᴴ * K k = 1) {β : ℝ} (hβ : 0 < β) (h0 : H0.IsHermitian) :
    (∀ (H1 : Matrix n n ℂ) (h1 : H1.IsHermitian),
      expWorkAverage K β h0 h1 = partitionFunction β H1 / partitionFunction β H0) ↔
    channel K 1 = 1 := by
  constructor
  · intro h
    have hΦ : (channel K 1)ᴴ = channel K 1 := by
      simp [channel, conjTranspose_sum, conjTranspose_mul]
    have h1 : (((β⁻¹ : ℝ) : ℂ) • (1 - channel K 1)).IsHermitian := by
      rw [Matrix.IsHermitian, conjTranspose_smul, conjTranspose_sub, conjTranspose_one, hΦ,
        show star ((β⁻¹ : ℝ) : ℂ) = ((β⁻¹ : ℝ) : ℂ) from Complex.conj_ofReal _]
    refine unital_of_test_hamiltonian hK hβ h0 h1 ?_ (h _ h1)
    rw [smul_smul, ← Complex.ofReal_mul, mul_inv_cancel₀ hβ.ne', Complex.ofReal_one, one_smul,
      sub_sub_cancel]
  · intro hU H1 h1
    rw [expWorkAverage_eq, hU, Matrix.mul_one]
    rfl

/-- The Kraus operators of qubit amplitude damping with decay probability `γ`. -/
def damping (γ : ℝ) : Fin 2 → Matrix (Fin 2) (Fin 2) ℂ :=
  ![!![1, 0; 0, (Real.sqrt (1 - γ) : ℂ)], !![0, (Real.sqrt γ : ℂ); 0, 0]]

/-- Qubit amplitude damping with decay probability `0 < γ ≤ 1` is trace preserving, yet for `β > 0`
it violates the Jarzynski equality for some final Hamiltonian. -/
theorem damping_violates_jarzynski {γ β : ℝ} (hγ : 0 < γ) (hγ1 : γ ≤ 1) (hβ : 0 < β)
    {H0 : Matrix (Fin 2) (Fin 2) ℂ} (h0 : H0.IsHermitian) :
    ∑ k, (damping γ k)ᴴ * damping γ k = 1 ∧
    ∃ (H1 : Matrix (Fin 2) (Fin 2) ℂ) (h1 : H1.IsHermitian),
      expWorkAverage (damping γ) β h0 h1 ≠
        partitionFunction β H1 / partitionFunction β H0 := by
  have hg : (Real.sqrt γ : ℂ) * (Real.sqrt γ : ℂ) = (γ : ℂ) := by
    rw [← Complex.ofReal_mul, Real.mul_self_sqrt hγ.le]
  have hs : (Real.sqrt (1 - γ) : ℂ) * (Real.sqrt (1 - γ) : ℂ) = 1 - (γ : ℂ) := by
    rw [← Complex.ofReal_mul, Real.mul_self_sqrt (by linarith)]
    push_cast
    ring
  have hK : ∑ k, (damping γ k)ᴴ * damping γ k = 1 := by
    rw [Fin.sum_univ_two]
    ext i j
    fin_cases i <;> fin_cases j <;>
      simp [damping, Matrix.mul_apply, Fin.sum_univ_two, hs, hg]
  refine ⟨hK, ?_⟩
  by_contra hc
  have hU := (jarzynski_iff_unital hK hβ h0).mp
    fun H1 h1 => by_contra fun hne => hc ⟨H1, h1, hne⟩
  -- the first diagonal entry of the image of the identity is 1 + γ
  have h00 := congrFun (congrFun hU 0) 0
  simp only [channel, Matrix.mul_one, Fin.sum_univ_two, Matrix.add_apply, Matrix.mul_apply,
    Matrix.conjTranspose_apply] at h00
  simp [damping, hg, hγ.ne'] at h00

end

end JarzynskiOpenSystem
```

```lean
#print axioms JarzynskiOpenSystem.jarzynski_iff_unital
#print axioms JarzynskiOpenSystem.damping_violates_jarzynski
```

```
'JarzynskiOpenSystem.jarzynski_iff_unital' depends on axioms: [propext, Classical.choice, Quot.sound]
'JarzynskiOpenSystem.damping_violates_jarzynski' depends on axioms: [propext, Classical.choice, Quot.sound]
```

## Two energy measurements around a fixed channel

The factor 2 in the qubit example comes from the channel, which sends the identity to 2|0⟩⟨0|. In general, `channel K` is the map

Φ(X) = ∑_k K_k X K_k†,

which is completely positive by its form. The hypothesis `hK`, ∑_k K_k†K_k = 1, says that it conserves total probability. The finite type `n` labels the basis states, and `hβ` restricts the main theorem to positive, finite temperature.

Write E_m and P_m for the eigenvalues and eigenprojectors of H0, and ε_j and Q_j for those of H1. The initial state is ρ = exp(-βH0)/Z0, called `gibbs`, and `jointProb` is the probability of finding m and then j:

p(m,j) = tr(Q_j Φ(P_m ρ P_m)).

The code takes real parts of traces that are real anyway. The projectors have rank one, so a degenerate level is resolved into the vectors of a chosen eigenbasis; the average computed below does not depend on that choice.

The theorem `jarzynski_iff_unital` fixes K, β and H0. It states that ⟨exp(-βW)⟩ = Z1/Z0 for all Hermitian H1, where Z1 = tr exp(-βH1), if and only if Φ(1) = 1, which is what it means for Φ to be unital. The same Φ is used for every H1, although in a driven experiment the channel would usually change with the protocol. Testing one arbitrarily chosen H1 is not enough: H1 = 0 satisfies the equality for every trace-preserving channel.

For an open system, W as defined here is the change in the system's energy, including any heat exchanged with the environment. The failure for non-unital channels is therefore no objection to a Jarzynski equality for the work done on system and bath together. No bath or equation of motion appears in the model; the channel is given.

## The average depends on the channel only through Φ(1)

The first measurement leaves each eigenstate with its Gibbs weight:

P_m ρ P_m = (exp(-βE_m)/Z0) P_m.

By linearity of Φ,

p(m,j) = (exp(-βE_m)/Z0) tr(Q_j Φ(P_m)).

Multiplying by exp(-βW) = exp(-β(ε_j - E_m)) cancels the initial Boltzmann factor. Since ∑_m P_m = 1 and ∑_j exp(-βε_j) Q_j = exp(-βH1), summation gives

⟨exp(-βW)⟩ = (1/Z0) ∑_m ∑_j exp(-βε_j) tr(Q_j Φ(P_m)) = tr(exp(-βH1) Φ(1))/Z0.

If Φ(1) = 1, the right-hand side is Z1/Z0.

In the file, `inEigenbasis` builds an operator from its values on an eigenbasis. Such operators multiply value by value (`inEigenbasis_mul`), have the sum of the values as trace (`trace_inEigenbasis`), and are weighted sums of projectors (`sum_smul_proj`). The Hamiltonian itself has this form by the spectral theorem (`inEigenbasis_eigenvalues`), and `boltzmann_eq` shows that the matrix exponential does too, by conjugating to a diagonal matrix. Then `jointProb_eq` gives the formula for p(m,j), and `expWorkAverage_eq` carries out the sum, with the cancellation in its step `he`. Neither needs trace preservation.

## One test Hamiltonian detects a non-unital channel

For the converse, choose

H1 = (1 - Φ(1))/β.

It is Hermitian because Φ(1) = ∑_k K_k K_k† is, and it gives Φ(1) = 1 - βH1. Let ε_i be its eigenvalues. Multiplying the assumed equality by Z0 > 0 gives

tr(exp(-βH1)(1 - βH1)) = tr exp(-βH1),

and hence

∑_i ε_i exp(-βε_i) = 0.

Trace preservation and cyclicity of the trace give tr Φ(1) = tr 1, so

∑_i ε_i = 0.

Subtracting the first sum from the second yields

∑_i ε_i (1 - exp(-βε_i)) = 0.

For β > 0 the two factors in each term never have opposite signs, so no term is negative and all must vanish. A term vanishes only at ε_i = 0. Therefore H1 = 0 and Φ(1) = 1.

This is the proof of `unital_of_test_hamiltonian`: `hB0`, rewritten with `hBH`, and `hs` are the two vanishing sums, `hsum` is their difference, `hnn` is the sign argument, and `hb` concludes that every eigenvalue is zero. The main theorem supplies the test Hamiltonian in one direction and substitutes Φ(1) = 1 in the other.

## Amplitude damping as a counterexample

Qubit amplitude damping with decay probability γ has Φ(1) = diag(1 + γ, 1 - γ); the opening example is γ = 1. For 0 < γ ≤ 1, `damping_violates_jarzynski` states that the channel is trace preserving and that, for any Hermitian H0, some H1 violates the equality. The proof assumes that there is no such H1, applies the main theorem, and reads off the contradiction 1 + γ = 1 from the first diagonal entry. By hand, the test Hamiltonian is H1 = diag(-γ, γ)/β, for which

Z0 ⟨exp(-βW)⟩ - Z1 = 2γ sinh γ > 0.

In a simulation of a finite-level open system with this two-measurement scheme, the free-energy estimate -ln⟨exp(-βW)⟩/β is thus shifted from the true difference by -ln[tr(exp(-βH1) Φ(1))/Z1]/β, a bias that more sampling does not remove.
